# The optical theorem for finitely many partial waves with real phase shifts

Without a relation between the total cross section and the forward scattering amplitude, a wrong Legendre normalisation or a lost factor of k in a partial-wave calculation can go unnoticed. For elastic scattering described by finitely many real phase shifts, the Lean code below proves that relation, together with the largest cross section these waves can produce.

```lean
import Mathlib

open Polynomial

noncomputable section

namespace PartialWaveOpticalTheorem

/-- The Legendre polynomial `P_l`, given by Rodrigues' formula. -/
def legendreP (l : ℕ) : ℝ[X] :=
  C (1 / (2 ^ l * (l.factorial : ℝ))) * derivative^[l] ((X ^ 2 - 1) ^ l)

/-- The integral of a polynomial in `t = cos θ` over `[-1, 1]`, as a linear functional. -/
def angularIntegral : ℝ[X] →ₗ[ℝ] ℝ where
  toFun p := ∫ t in (-1 : ℝ)..1, p.eval t
  map_add' p q := by
    simp only [eval_add]
    exact intervalIntegral.integral_add (p.continuous.intervalIntegrable _ _)
      (q.continuous.intervalIntegrable _ _)
  map_smul' c p := by
    simp only [eval_smul, smul_eq_mul, RingHom.id_apply, intervalIntegral.integral_const_mul]

/-- The sum `∑ (2l+1) exp(i d_l) sin(d_l) P_l(t)` over the partial waves `l = 0, ..., L`. -/
def partialWaveSum (L : ℕ) (d : ℕ → ℝ) (t : ℝ) : ℂ :=
  ∑ l ∈ Finset.range (L + 1), (2 * (l : ℂ) + 1) * Complex.exp (d l * Complex.I) *
    (Real.sin (d l) : ℂ) * (((legendreP l).eval t : ℝ) : ℂ)

/-- The total cross section `2π ∫ |f(t)|² dt` of an axially symmetric amplitude `f(cos θ)`. -/
def crossSection (f : ℝ → ℂ) : ℝ := 2 * Real.pi * ∫ t in (-1 : ℝ)..1, ‖f t‖ ^ 2

/-- The angular integral of a derivative is the difference of the endpoint values. -/
theorem angularIntegral_derivative (p : ℝ[X]) :
    angularIntegral (derivative p) = p.eval 1 - p.eval (-1) :=
  intervalIntegral.integral_eq_sub_of_hasDerivAt (fun t _ => p.hasDerivAt t)
    ((derivative p).continuous.intervalIntegrable _ _)

/-- After `j` derivatives, `(X² - 1)^(m+j)` keeps a factor `(X² - 1)^m`, and the
cofactor has a known value at `±1`. -/
theorem rodrigues_factor (j m : ℕ) : ∃ g : ℝ[X],
    derivative^[j] ((X ^ 2 - 1 : ℝ[X]) ^ (m + j)) = (X ^ 2 - 1) ^ m * g ∧
    ∀ a : ℝ, a ^ 2 = 1 →
      (m.factorial : ℝ) * g.eval a = ((m + j).factorial : ℝ) * (2 * a) ^ j := by
  induction j generalizing m with
  | zero => exact ⟨1, by simp, fun a _ => by simp⟩
  | succ j ih =>
    obtain ⟨g, hg, hv⟩ := ih (m + 1)
    have hd : derivative (X ^ 2 - 1 : ℝ[X]) = 2 * X := by
      rw [show (X ^ 2 - 1 : ℝ[X]) = X * X - 1 by ring, derivative_sub, derivative_mul,
        derivative_X, derivative_one]
      ring
    refine ⟨C ((m : ℝ) + 1) * (2 * X) * g + (X ^ 2 - 1) * derivative g, ?_, fun a ha => ?_⟩
    · rw [Function.iterate_succ_apply', show m + (j + 1) = m + 1 + j by omega, hg,
        derivative_mul, derivative_pow_succ, hd]
      ring
    · have h := hv a ha
      rw [Nat.factorial_succ m] at h
      push_cast at h
      rw [show m + (j + 1) = m + 1 + j by omega]
      simp only [eval_add, eval_mul, eval_C, eval_X, eval_sub, eval_pow, eval_one,
        eval_ofNat, ha]
      linear_combination (2 * a) * h

/-- At the endpoints `a = ±1` (forward and backward scattering), `P_l(a) = a^l`. -/
theorem legendreP_endpoint (l : ℕ) (a : ℝ) (ha : a ^ 2 = 1) :
    (legendreP l).eval a = a ^ l := by
  obtain ⟨g, hg, hv⟩ := rodrigues_factor l 0
  have h := hv a ha
  simp only [Nat.factorial_zero, Nat.cast_one, one_mul, zero_add] at h
  rw [zero_add, pow_zero, one_mul] at hg
  have hl : (l.factorial : ℝ) ≠ 0 := Nat.cast_ne_zero.2 l.factorial_ne_zero
  rw [legendreP, hg, eval_mul, eval_C, h, mul_pow]
  field_simp

/-- Repeated integration by parts moves all `j` derivatives onto `q` without boundary terms. -/
theorem rodrigues_by_parts (j m : ℕ) (q : ℝ[X]) :
    angularIntegral (derivative^[j] ((X ^ 2 - 1) ^ (m + j)) * q) =
      (-1) ^ j * angularIntegral ((X ^ 2 - 1) ^ (m + j) * derivative^[j] q) := by
  induction j generalizing m q with
  | zero => simp
  | succ j ih =>
    obtain ⟨g, hg, -⟩ := rodrigues_factor j (m + 1)
    have hp := angularIntegral_derivative (derivative^[j] ((X ^ 2 - 1) ^ (m + 1 + j)) * q)
    -- the remaining factor X² - 1 removes the boundary terms
    have hb : ∀ a : ℝ, a ^ 2 = 1 →
        (derivative^[j] ((X ^ 2 - 1) ^ (m + 1 + j)) * q).eval a = 0 := by
      intro a ha
      rw [hg]
      simp only [eval_mul, eval_pow, eval_sub, eval_X, eval_one, ha]
      simp
    rw [hb 1 (by norm_num), hb (-1) (by norm_num), sub_zero, derivative_mul, map_add,
      ih (m + 1) (derivative q)] at hp
    rw [show m + (j + 1) = m + 1 + j by omega, Function.iterate_succ_apply',
      Function.iterate_succ_apply]
    linear_combination hp

/-- The Legendre polynomial `P_l` has degree at most `l`. -/
theorem legendreP_natDegree_le (l : ℕ) : (legendreP l).natDegree ≤ l := by
  have h0 : (X ^ 2 - 1 : ℝ[X]).natDegree ≤ 2 := by compute_degree
  have h1 : ((X ^ 2 - 1 : ℝ[X]) ^ l).natDegree ≤ l * 2 :=
    natDegree_pow_le.trans (Nat.mul_le_mul_left l h0)
  have h2 := natDegree_iterate_derivative ((X ^ 2 - 1 : ℝ[X]) ^ l) l
  exact (natDegree_C_mul_le _ _).trans (by omega)

/-- `P_l` is orthogonal on `[-1, 1]` to every polynomial of degree below `l`. -/
theorem legendreP_orthogonal (l : ℕ) (q : ℝ[X]) (hq : q.degree < l) :
    angularIntegral (legendreP l * q) = 0 := by
  have hD : derivative^[l] q = 0 := by
    ext n
    rw [coeff_iterate_derivative,
      (degree_lt_iff_coeff_zero q l).1 hq _ (Nat.le_add_left _ _)]
    simp
  have h := rodrigues_by_parts l 0 q
  rw [hD, mul_zero, map_zero, mul_zero, zero_add] at h
  rw [legendreP, mul_assoc, ← smul_eq_C_mul, map_smul, h, smul_zero]

/-- The normalisation of the Legendre polynomials: `∫ P_l² = 2/(2l+1)` over `[-1, 1]`. -/
theorem legendreP_norm (l : ℕ) :
    angularIntegral (legendreP l * legendreP l) = 2 / (2 * (l : ℝ) + 1) := by
  -- X P' and l P have the same leading term
  have hq : (X * derivative (legendreP l) - C (l : ℝ) * legendreP l).degree <
      (l : WithBot ℕ) := by
    rw [degree_lt_iff_coeff_zero]
    intro n hn
    have hc : (X * derivative (legendreP l)).coeff n = n * (legendreP l).coeff n := by
      cases n with
      | zero => simp
      | succ n =>
        rw [coeff_X_mul, coeff_derivative]
        push_cast
        ring
    rw [coeff_sub, coeff_C_mul, hc]
    rcases hn.eq_or_lt with h | h
    · rw [h, sub_self]
    · rw [coeff_eq_zero_of_natDegree_lt ((legendreP_natDegree_le l).trans_lt h)]
      ring
  have e : derivative (X * (legendreP l * legendreP l)) =
      (2 * (l : ℝ) + 1) • (legendreP l * legendreP l) +
      (2 : ℝ) • (legendreP l * (X * derivative (legendreP l) - C (l : ℝ) * legendreP l)) := by
    simp only [derivative_mul, derivative_X, smul_eq_C_mul, map_add, map_mul, map_one,
      map_ofNat]
    ring
  have hp := angularIntegral_derivative (X * (legendreP l * legendreP l))
  have hs : (-1 : ℝ) ^ l * (-1) ^ l = 1 := by rw [← mul_pow]; norm_num
  rw [e, map_add, map_smul, map_smul, legendreP_orthogonal l _ hq, eval_mul, eval_mul,
    eval_mul, eval_mul, eval_X, eval_X, legendreP_endpoint l 1 (by norm_num),
    legendreP_endpoint l (-1) (by norm_num), hs, one_pow, smul_eq_mul, smul_zero] at hp
  rw [eq_div_iff (by positivity)]
  linarith

/-- Parseval's identity for a finite Legendre series with complex coefficients. -/
theorem legendre_parseval (n : ℕ) (a : ℕ → ℂ) :
    ∫ t in (-1 : ℝ)..1, ‖∑ l ∈ Finset.range n, a l * (((legendreP l).eval t : ℝ) : ℂ)‖ ^ 2 =
      ∑ l ∈ Finset.range n, ‖a l‖ ^ 2 * (2 / (2 * (l : ℝ) + 1)) := by
  -- real coefficients first: each new wave is orthogonal to all earlier ones
  have hreal : ∀ c : ℕ → ℝ,
      angularIntegral ((∑ l ∈ Finset.range n, C (c l) * legendreP l) ^ 2) =
        ∑ l ∈ Finset.range n, c l ^ 2 * (2 / (2 * (l : ℝ) + 1)) := by
    intro c
    induction n with
    | zero => simp
    | succ n ih =>
      have hdeg : (∑ l ∈ Finset.range n, C (c l) * legendreP l).degree < n := by
        rw [degree_lt_iff_coeff_zero]
        intro m hm
        rw [Polynomial.finsetSum_coeff]
        refine Finset.sum_eq_zero fun i hi => ?_
        rw [coeff_C_mul, coeff_eq_zero_of_natDegree_lt ((legendreP_natDegree_le i).trans_lt
          ((Finset.mem_range.1 hi).trans_le hm)), mul_zero]
      have e : ∀ (S P : ℝ[X]) (b : ℝ),
          (S + C b * P) ^ 2 = S ^ 2 + (2 * b) • (P * S) + (b ^ 2) • (P * P) := by
        intro S P b
        simp only [smul_eq_C_mul, map_mul, map_pow, map_ofNat]
        ring
      rw [Finset.sum_range_succ, Finset.sum_range_succ, e, map_add, map_add, map_smul,
        map_smul, legendreP_orthogonal n _ hdeg, legendreP_norm, ih, smul_zero, add_zero,
        smul_eq_mul]
  have key : ∀ t : ℝ, ‖∑ l ∈ Finset.range n, a l * (((legendreP l).eval t : ℝ) : ℂ)‖ ^ 2 =
      ((∑ l ∈ Finset.range n, C (a l).re * legendreP l) ^ 2 +
        (∑ l ∈ Finset.range n, C (a l).im * legendreP l) ^ 2).eval t := by
    intro t
    rw [Complex.sq_norm, Complex.normSq_apply, Complex.re_sum, Complex.im_sum]
    simp only [Complex.re_mul_ofReal, Complex.im_mul_ofReal, eval_add, eval_pow,
      Polynomial.eval_finsetSum, eval_mul, eval_C]
    ring
  simp only [key]
  change angularIntegral _ = _
  rw [map_add, hreal, hreal, ← Finset.sum_add_distrib]
  refine Finset.sum_congr rfl fun l _ => ?_
  rw [Complex.sq_norm, Complex.normSq_apply]
  ring

/-- Optical theorem: for real phase shifts, the total cross section equals the partial-wave sum
`(4π/k²) ∑ (2l+1) sin² d_l` and also `(4π/k) Im f(1)`, with `f(1)` the forward amplitude. -/
theorem optical_theorem {k : ℝ} (hk : k ≠ 0) (L : ℕ) (d : ℕ → ℝ) (f : ℝ → ℂ)
    (hf : ∀ t, (k : ℂ) * f t = partialWaveSum L d t) :
    crossSection f = 4 * Real.pi / k ^ 2 *
        ∑ l ∈ Finset.range (L + 1), (2 * (l : ℝ) + 1) * Real.sin (d l) ^ 2 ∧
      crossSection f = 4 * Real.pi / k * (f 1).im := by
  have hkc : (k : ℂ) ≠ 0 := Complex.ofReal_ne_zero.2 hk
  have hf' : ∀ t, f t = ∑ l ∈ Finset.range (L + 1),
      ((((2 * (l : ℝ) + 1) * Real.sin (d l) / k : ℝ) : ℂ) * Complex.exp (d l * Complex.I)) *
        (((legendreP l).eval t : ℝ) : ℂ) := by
    intro t
    have h : f t = partialWaveSum L d t / k := by
      rw [← hf t, mul_div_cancel_left₀ _ hkc]
    rw [h, partialWaveSum, Finset.sum_div]
    refine Finset.sum_congr rfl fun l _ => ?_
    push_cast
    ring
  -- the angular integral removes all interference between partial waves
  have hσ : crossSection f = 4 * Real.pi / k ^ 2 *
      ∑ l ∈ Finset.range (L + 1), (2 * (l : ℝ) + 1) * Real.sin (d l) ^ 2 := by
    unfold crossSection
    simp only [hf']
    rw [legendre_parseval, Finset.mul_sum, Finset.mul_sum]
    refine Finset.sum_congr rfl fun l _ => ?_
    have hl : 2 * (l : ℝ) + 1 ≠ 0 := by positivity
    rw [norm_mul, Complex.norm_exp_ofReal_mul_I, mul_one, Complex.norm_real,
      Real.norm_eq_abs, sq_abs]
    field_simp
    ring
  -- in the forward direction every P_l equals one
  have him : k * (f 1).im =
      ∑ l ∈ Finset.range (L + 1), (2 * (l : ℝ) + 1) * Real.sin (d l) ^ 2 := by
    rw [← Complex.im_ofReal_mul, hf 1, partialWaveSum, Complex.im_sum]
    refine Finset.sum_congr rfl fun l _ => ?_
    rw [legendreP_endpoint l 1 (by norm_num), one_pow,
      show (2 * (l : ℂ) + 1) * Complex.exp (d l * Complex.I) * (Real.sin (d l) : ℂ) *
        ((1 : ℝ) : ℂ) = (((2 * (l : ℝ) + 1) * Real.sin (d l) : ℝ) : ℂ) *
          Complex.exp (d l * Complex.I) by push_cast; ring,
      Complex.im_ofReal_mul, Complex.exp_ofReal_mul_I_im]
    ring
  refine ⟨hσ, ?_⟩
  rw [hσ, ← him]
  field_simp

/-- Unitarity bound: waves up to `L` give a cross section of at most `4π(L+1)²/k²`, with
equality exactly when `cos d_l = 0` for every `l ≤ L`. -/
theorem unitarity_bound {k : ℝ} (hk : k ≠ 0) (L : ℕ) (d : ℕ → ℝ) (f : ℝ → ℂ)
    (hf : ∀ t, (k : ℂ) * f t = partialWaveSum L d t) :
    crossSection f ≤ 4 * Real.pi / k ^ 2 * ((L : ℝ) + 1) ^ 2 ∧
      (crossSection f = 4 * Real.pi / k ^ 2 * ((L : ℝ) + 1) ^ 2 ↔
        ∀ l ≤ L, Real.cos (d l) = 0) := by
  have hs : ∀ n : ℕ, ∑ l ∈ Finset.range n, (2 * (l : ℝ) + 1) * Real.sin (d l) ^ 2 =
      (n : ℝ) ^ 2 - ∑ l ∈ Finset.range n, (2 * (l : ℝ) + 1) * Real.cos (d l) ^ 2 := by
    intro n
    induction n with
    | zero => simp
    | succ n ih =>
      rw [Finset.sum_range_succ, Finset.sum_range_succ, ih, Real.sin_sq]
      push_cast
      ring
  have hA : 0 < 4 * Real.pi / k ^ 2 := by
    have := Real.pi_pos
    positivity
  have hnn : ∀ l ∈ Finset.range (L + 1), 0 ≤ (2 * (l : ℝ) + 1) * Real.cos (d l) ^ 2 :=
    fun l _ => by positivity
  have hC := Finset.sum_nonneg hnn
  rw [(optical_theorem hk L d f hf).1, hs (L + 1), Nat.cast_add, Nat.cast_one]
  refine ⟨mul_le_mul_of_nonneg_left (by linarith) hA.le, fun h l hl => ?_, fun h => ?_⟩
  · have h1 := mul_left_cancel₀ hA.ne' h
    have h2 := (Finset.sum_eq_zero_iff_of_nonneg hnn).1 (by linarith) l
      (Finset.mem_range.2 (by omega))
    rcases mul_eq_zero.1 h2 with h3 | h3
    · exact absurd h3 (by positivity)
    · exact (pow_eq_zero_iff two_ne_zero).1 h3
  · rw [Finset.sum_eq_zero fun l hl => by
      rw [h l (by have := Finset.mem_range.1 hl; omega)]; ring, sub_zero]

end PartialWaveOpticalTheorem
```

```lean
#print axioms PartialWaveOpticalTheorem.optical_theorem
#print axioms PartialWaveOpticalTheorem.unitarity_bound
```

```
'PartialWaveOpticalTheorem.optical_theorem' depends on axioms: [propext, Classical.choice, Quot.sound]
'PartialWaveOpticalTheorem.unitarity_bound' depends on axioms: [propext, Classical.choice, Quot.sound]
```

## Cross section and forward amplitude

Let k be the wave number, θ the scattering angle and t = cos θ. The partial waves l = 0, …, L have real phase shifts d_l, and P_l is the Legendre polynomial. The amplitude f satisfies

k f(t) = Σ_{l=0}^{L} (2l+1) exp(i d_l) sin(d_l) P_l(t).

The right-hand side is `partialWaveSum L d t`; its `Finset.range (L + 1)` runs from 0 to L inclusive. The total cross section, `crossSection f`, is

σ = 2π ∫_{-1}^{1} |f(t)|² dt,

where the factor 2π comes from the azimuthal angle. The theorem `optical_theorem` states two equalities:

σ = (4π/k²) Σ_{l=0}^{L} (2l+1) sin²(d_l)

σ = (4π/k) Im f(1).

The point t = 1 is the forward direction. The hypothesis `hk` asks only for k ≠ 0, which includes the physical case k > 0. The hypothesis `hf` is the amplitude relation displayed above; at k = 0 it would say nothing about f and would only require the sum on the right to vanish. The relation is imposed for every real t, although only −1 ≤ t ≤ 1 corresponds to a scattering angle. The sequence `d` assigns a phase shift to every natural number, but only the values up to L enter.

The second theorem, `unitarity_bound`, states under the same hypotheses that

σ ≤ 4π(L+1)²/k²,

with equality exactly when cos(d_l) = 0 for every l ≤ L.

## Real phase shifts as flux conservation

A real phase shift means that the scattering factor S_l = exp(2i d_l) has modulus one: each partial wave sends out as much flux as it receives. The theorem therefore concerns purely elastic scattering. The optical theorem in its general form also accounts for absorption and reactions, where the imaginary part of the forward amplitude fixes the sum of the elastic and inelastic cross sections.

The phase shifts are inputs. No potential appears, no radial equation is solved, and the partial-wave form of f is assumed, not derived from a wavefunction. The particles are spinless and distinguishable, the scattering is axially symmetric, and the number of waves is finite. Within this truncated elastic model, a scattering code can compare its value of 2π ∫ |f(t)|² dt over [−1, 1] with its value of (4π/k) Im f(1), and the two should agree up to numerical error.

## From Rodrigues' formula to orthogonality

Write D for d/dt. The definition `legendreP` is Rodrigues' formula,

P_l = (1/(2^l l!)) D^l (t²−1)^l.

The first lemma, `rodrigues_factor`, says that j derivatives leave a factor behind:

D^j (t²−1)^(m+j) = (t²−1)^m g(t),

with m! g(a) = (m+j)! (2a)^j at a = ±1. For j = 0, take g = 1. For the next step, start from the statement for j with m+1 in place of m and differentiate once more:

D[(t²−1)^(m+1) g] = (t²−1)^m [2(m+1) t g + (t²−1) g′].

The bracket is the new cofactor. At a = ±1 its second term vanishes, and multiplying the first by m! gives 2a (m+1)! g(a) = (m+1+j)! (2a)^(j+1), as required. Setting m = 0 and j = l gives `legendreP_endpoint`: P_l(a) = a^l, so P_l(1) = 1 and P_l(−1) = (−1)^l.

The proof turns on the phrase `induction j generalizing m`. The step to j+1 at a given m uses the induction hypothesis at m+1, so the hypothesis must hold for all m; with m held fixed, it would concern the wrong power of t²−1. The existential `∃ g` then carries both facts needed later, the surviving factor and the endpoint value of the cofactor, without an explicit formula for g.

The surviving factor removes the boundary terms in `rodrigues_by_parts`. Let G = D^j (t²−1)^(m+1+j), which vanishes at ±1. For any polynomial q,

∫_{-1}^{1} G′ q dt = −∫_{-1}^{1} G q′ dt.

Repeating this moves all the derivatives onto q. If q has degree below l, then D^l q = 0, and so ∫ P_l q dt = 0 over [−1, 1]. This is `legendreP_orthogonal`.

## The normalisation without a beta integral

If c_n is the coefficient of t^n in P_l, then t P_l′ − l P_l has coefficients (n−l) c_n. These vanish at n = l, and also for n > l because P_l has degree at most l. The polynomial therefore has degree below l and is orthogonal to P_l. Now

D(t P_l²) = (2l+1) P_l² + 2 P_l (t P_l′ − l P_l).

Integrated over [−1, 1], the left side gives P_l(1)² + P_l(−1)² = 2, and the last term on the right gives zero. Hence

∫_{-1}^{1} P_l² dt = 2/(2l+1),

which is `legendreP_norm`.

## Interference vanishes from the total

For complex coefficients a_l, `legendre_parseval` gives

∫_{-1}^{1} |Σ_{l<n} a_l P_l|² dt = Σ_{l<n} |a_l|² · 2/(2l+1).

With real coefficients this follows by adding one wave at a time: the new P_n is orthogonal to the sum of the earlier waves, which has degree below n. The complex case splits |·|² into the squares of the real and imaginary parts.

In the scattering problem a_l = (2l+1) exp(i d_l) sin(d_l)/k. The exponential has modulus one, so

σ = 2π Σ_{l=0}^{L} [(2l+1)² sin²(d_l)/k²] · 2/(2l+1) = (4π/k²) Σ_{l=0}^{L} (2l+1) sin²(d_l).

In the forward direction every P_l(1) equals one and Im exp(i d_l) = sin(d_l), so

k Im f(1) = Σ_{l=0}^{L} (2l+1) sin²(d_l).

Comparing the two sums gives σ = (4π/k) Im f(1). In the Lean proof, `hσ` is the first calculation and `him` the second.

For the bound, use sin² = 1 − cos² and Σ_{l=0}^{L} (2l+1) = (L+1)²:

σ = (4π/k²) [(L+1)² − Σ_{l=0}^{L} (2l+1) cos²(d_l)].

The subtracted terms are non-negative, and their sum is zero only if each cosine is zero.

## A single s-wave

For L = 0 the amplitude is isotropic, f = exp(i d_0) sin(d_0)/k. Its squared modulus is sin²(d_0)/k², and integrating over the full solid angle gives σ = 4π sin²(d_0)/k². The imaginary part of f is sin²(d_0)/k, and multiplying it by 4π/k gives the same value. The maximum, 4π/k², is reached when d_0 is an odd multiple of π/2.
